# The trace of the one-dimensional harmonic oscillator's Mehler kernel at imaginary time t > 0 is 1/(2 sinh(t/2)), in units ħ = m = ω = 1

The theorem `trace_eq` concerns the Mehler kernel of a one-dimensional harmonic oscillator at imaginary time `t > 0`, in units where ħ = m = ω = 1. The kernel is defined by its explicit formula, and its trace is taken to be its integral over the diagonal, where the two positions coincide. The theorem says that this integral, over the whole real line, equals 1/(2 sinh(t/2)). The attempt uses half-angle formulas to write the diagonal as a Gaussian in x divided by a constant, integrates it with `integral_gaussian`, and then shows that the number left under the square root is the square of 1/(2 sinh(t/2)).

Lean 4 with Mathlib refuses this proof:

```lean
import Mathlib

open MeasureTheory

namespace TraceEq

noncomputable section

/-- The Mehler kernel of the harmonic oscillator at imaginary time `t > 0`, between the
positions `x` and `y`, in units where `ħ = m = ω = 1`. -/
def mehlerKernel (t x y : ℝ) : ℝ :=
  Real.exp (-((x ^ 2 + y ^ 2) * Real.cosh t - 2 * x * y) / (2 * Real.sinh t)) /
    √(2 * Real.pi * Real.sinh t)

/-- For `t > 0` the trace of the kernel, its integral over the diagonal `x = y`, is
`1 / (2 sinh(t/2))`. -/
theorem trace_eq {t : ℝ} (ht : 0 < t) :
    ∫ x : ℝ, mehlerKernel t x x = 1 / (2 * Real.sinh (t / 2)) := by
  have hu : 0 < Real.sinh (t / 2) := Real.sinh_pos_iff.mpr (half_pos ht)
  have hv : 0 < Real.cosh (t / 2) := Real.cosh_pos _
  -- half-angle formulas
  have hs : Real.sinh t = 2 * Real.sinh (t / 2) * Real.cosh (t / 2) := by
    rw [← Real.sinh_two_mul]
    congr 1
    ring
  have hc : Real.cosh t = 1 + 2 * Real.sinh (t / 2) ^ 2 := by
    have h2 := Real.cosh_two_mul (t / 2)
    rw [show 2 * (t / 2) = t by ring] at h2
    linear_combination h2 + Real.cosh_sq_sub_sinh_sq (t / 2)
  have h : ∀ x : ℝ, mehlerKernel t x x =
      Real.exp (-(Real.sinh (t / 2) / Real.cosh (t / 2)) * x ^ 2) /
        √(2 * Real.pi * Real.sinh t) := by
    intro x
    simp only [mehlerKernel]
    congr 2
    rw [hs, hc]
    field_simp
    ring
  simp_rw [h]
  rw [integral_div, integral_gaussian, ← Real.sqrt_div (by positivity), hs]
  have hq : Real.pi / (Real.sinh (t / 2) / Real.cosh (t / 2)) /
      (2 * Real.pi * (2 * Real.sinh (t / 2) * Real.cosh (t / 2))) =
      (1 / (2 * Real.sinh (t / 2))) ^ 2 := by
    field_simp
    norm_num
  rw [hq, Real.sqrt_sq (by positivity)]

end

end TraceEq
```

The compiler's answer:

```
Main.lean:45:4: error: No goals to be solved
```

Diagnosis. The error is at the `norm_num` that ends the proof of `hq`, the identity saying that the quantity under the square root is (1/(2 sinh(t/2)))². "No goals to be solved" means that nothing was left to prove when Lean reached that line. The `field_simp` just before it had already closed the goal: besides clearing the denominators, it finished the identity, in which π and cosh(t/2) cancel on the left and both sides come to 1/(4 sinh²(t/2)). `norm_num` needs a goal to work on and fails when there is none, so the error shows a superfluous step and no fault in the identity.

The diff's only change is to delete that `norm_num`. The proof of `hq` then ends with `field_simp`, and the last line uses `hq` as before.

The change, after which it compiles:

```diff
@@ -43,5 +43,4 @@
       (1 / (2 * Real.sinh (t / 2))) ^ 2 := by
     field_simp
-    norm_num
   rw [hq, Real.sqrt_sq (by positivity)]
 
```
